# The sum and the sum of squares of Richardson pair energies for a single level

Richardson's equations for M pairs in a single level at zero energy, with real coupling g and real pair-degeneracy parameter W, read 1 + gW/E_a + Σ_{b≠a} 2g/(E_b − E_a) = 0. The theorem `pair_energy_moments` takes any solution whose complex pair energies E_a are distinct and non-zero, and states that they sum to −gM(W − M + 1) and their squares to g²M(W − M + 1)(W − 2M + 2). The proof multiplies each equation by E_a, and again by E_a², and sums over the pairs. Antisymmetrising the double sums then removes the differences E_b − E_a from the denominators, so that the interaction contributes a pure number to the first sum and a multiple of ΣE_a to the second.

As first written in Lean, the proof fails:

```lean
import Mathlib

open Finset ComplexConjugate

namespace RichardsonComplexPairs

noncomputable section

/-- Richardson's equations for `M` pairs in a single level at zero energy with pair degeneracy `W`
and coupling `g`; the pair energies `E a` are distinct and differ from the level energy. -/
structure RichardsonSolution (g W : ℝ) {M : ℕ} (E : Fin M → ℂ) : Prop where
  distinct : Function.Injective E
  off_level : ∀ a, E a ≠ 0
  equation : ∀ a, 1 + (g : ℂ) * W / E a + ∑ b ∈ univ.erase a, 2 * (g : ℂ) / (E b - E a) = 0

/-- Twice the sum of `(E b - E a)⁻¹` with weight `p a` equals the same sum with the antisymmetric
weight `p a - p b`. -/
theorem antisymmetrise {M : ℕ} (E p : Fin M → ℂ) :
    2 * ∑ a, p a * ∑ b, (E b - E a)⁻¹ = ∑ a, ∑ b, (p a - p b) * (E b - E a)⁻¹ := by
  have e1 : ∑ a, p a * ∑ b, (E b - E a)⁻¹ = ∑ a, ∑ b, p a * (E b - E a)⁻¹ := by
    simp only [mul_sum]
  have e2 : ∑ a, ∑ b, p a * (E b - E a)⁻¹ = ∑ a, ∑ b, -(p b * (E b - E a)⁻¹) := by
    rw [sum_comm]
    refine sum_congr rfl fun a _ => sum_congr rfl fun b _ => ?_
    rw [← neg_sub (E b) (E a), inv_neg]
    ring
  have e3 : ∑ a, ∑ b, (p a - p b) * (E b - E a)⁻¹
      = ∑ a, ∑ b, p a * (E b - E a)⁻¹ + ∑ a, ∑ b, -(p b * (E b - E a)⁻¹) := by
    simp only [← sum_add_distrib]
    exact sum_congr rfl fun a _ => sum_congr rfl fun b _ => by ring
  rw [e3, ← e2, e1]
  ring

/-- The sum of the `M` pair energies, and the sum of their squares, in closed form. -/
theorem pair_energy_moments {g W : ℝ} {M : ℕ} {E : Fin M → ℂ} (h : RichardsonSolution g W E) :
    ∑ a, E a = -(g : ℂ) * M * (W - M + 1) ∧
    ∑ a, E a ^ 2 = (g : ℂ) ^ 2 * M * (W - M + 1) * (W - 2 * M + 2) := by
  have k : ∀ a, E a + (g : ℂ) * W + 2 * g * (E a * ∑ b, (E b - E a)⁻¹) = 0 := by
    intro a
    have hs : ∑ b ∈ univ.erase a, 2 * (g : ℂ) / (E b - E a)
        = ∑ b, 2 * (g : ℂ) / (E b - E a) := sum_erase _ (by simp)
    have ht : ∑ b, 2 * (g : ℂ) / (E b - E a) = 2 * g * ∑ b, (E b - E a)⁻¹ := by
      simp only [mul_sum, div_eq_mul_inv]
    have he := h.equation a
    rw [hs, ht] at he
    have hc : (g : ℂ) * W / E a * E a = g * W := div_mul_cancel₀ _ (h.off_level a)
    linear_combination E a * he - hc
  have hinv : ∀ a b, a ≠ b → (E b - E a) * (E b - E a)⁻¹ = 1 := fun a b hab =>
    mul_inv_cancel₀ (sub_ne_zero.2 fun e => hab (h.distinct e).symm)
  -- the interaction contributes a pure number to the first moment
  have A1 : 2 * ∑ a, E a * ∑ b, (E b - E a)⁻¹ = (M : ℂ) - M * M := by
    have t : ∀ a b, (E a - E b) * (E b - E a)⁻¹ = (if a = b then (1 : ℂ) else 0) - 1 := by
      intro a b
      by_cases hab : a = b
      · subst hab; simp
      · rw [if_neg hab]; linear_combination -(hinv a b hab)
    rw [antisymmetrise E E]
    simp only [t, sum_sub_distrib, sum_ite_eq, mem_univ, if_true, sum_const, card_univ,
      Fintype.card_fin, nsmul_eq_mul]
    ring
  -- and a multiple of the total energy to the second
  have A2 : 2 * ∑ a, E a ^ 2 * ∑ b, (E b - E a)⁻¹ = 2 * ∑ a, E a - 2 * M * ∑ a, E a := by
    have t : ∀ a b, (E a ^ 2 - E b ^ 2) * (E b - E a)⁻¹
        = (if a = b then 2 * E a else 0) - (E a + E b) := by
      intro a b
      by_cases hab : a = b
      · subst hab; rw [if_pos rfl]; ring
      · rw [if_neg hab]; linear_combination -(E a + E b) * hinv a b hab
    rw [antisymmetrise E (fun a => E a ^ 2)]
    simp only [t, sum_sub_distrib, sum_add_distrib, sum_ite_eq, mem_univ, if_true, sum_const,
      card_univ, Fintype.card_fin, nsmul_eq_mul, ← mul_sum]
    ring
  have k1 : ∑ a, (E a + (g : ℂ) * W + 2 * g * (E a * ∑ b, (E b - E a)⁻¹)) = 0 :=
    sum_eq_zero fun a _ => k a
  have k2 : ∑ a, (E a ^ 2 + (g : ℂ) * W * E a + 2 * g * (E a ^ 2 * ∑ b, (E b - E a)⁻¹)) = 0 :=
    sum_eq_zero fun a _ => by linear_combination E a * k a
  rw [sum_add_distrib, sum_add_distrib, ← mul_sum, sum_const, card_univ, Fintype.card_fin,
    nsmul_eq_mul] at k1
  rw [sum_add_distrib, sum_add_distrib, ← mul_sum, ← mul_sum] at k2
  have S1 : ∑ a, E a = -(g : ℂ) * M * (W - M + 1) := by linear_combination k1 - g * A1
  exact ⟨S1, by linear_combination k2 - g * A2 - g * (W - 2 * M + 2) * S1⟩

end

end RichardsonComplexPairs
```

Messages:

```
Main.lean:80:56: error: ring failed, ring expressions not equal
g W : ℝ
M : ℕ
E : Fin M → ℂ
h : RichardsonSolution g W E
k : ∀ (a : Fin M), E a + ↑g * ↑W + 2 * ↑g * (E a * ∑ b, (E b - E a)⁻¹) = 0
hinv : ∀ (a b : Fin M), a ≠ b → (E b - E a) * (E b - E a)⁻¹ = 1
A1 : 2 * ∑ a, E a * ∑ b, (E b - E a)⁻¹ = ↑M - ↑M * ↑M
A2 : 2 * ∑ a, E a ^ 2 * ∑ b, (E b - E a)⁻¹ = 2 * ∑ a, E a - 2 * ↑M * ∑ a, E a
k1 : ∑ x, E x + ↑g * (↑M * ↑W) + ∑ x, 2 * ↑g * (E x * ∑ b, (E b - E x)⁻¹) = 0
k2 : ∑ x, E x ^ 2 + ↑g * ↑W * ∑ i, E i + 2 * ↑g * ∑ i, E i ^ 2 * ∑ b, (E b - E i)⁻¹ = 0
⊢ (↑g * ∑ a, E a * ∑ b, (E b - E a)⁻¹) * 2 - ∑ x, 2 * ↑g * E x * ∑ b, (E b - E x)⁻¹ = 0
```

What went wrong. The error is in the proof of `S1`, the formula for the sum of the energies. In preparing `k1`, the single `← mul_sum` was meant to take the factor `2 * g` out of the interaction sum. But the sum of the constant `g * W` also has the form of a sum of products, and the rewrite acted on that one, taking out `g`. The message shows the result: `k1` contains `↑g * (↑M * ↑W)`, while `2 * ↑g` is still inside the last sum.

`A1` has the interaction sum without that factor inside. To combine the two, `linear_combination` relies on `ring`, which does not move a constant factor through a `∑`. The goal left over is therefore a difference of two equal expressions, one with the factor 2g outside the sum and one with it inside.

The repair adds a second `← mul_sum` at the end of the rewrite of `k1`. By then the constant sum has been evaluated, so the rewrite reaches the interaction sum and takes out `2 * g`, and `ring` can cancel the terms.

This version goes through:

```diff
@@ -76,5 +76,5 @@
     sum_eq_zero fun a _ => by linear_combination E a * k a
   rw [sum_add_distrib, sum_add_distrib, ← mul_sum, sum_const, card_univ, Fintype.card_fin,
-    nsmul_eq_mul] at k1
+    nsmul_eq_mul, ← mul_sum] at k1
   rw [sum_add_distrib, sum_add_distrib, ← mul_sum, ← mul_sum] at k2
   have S1 : ∑ a, E a = -(g : ℂ) * M * (W - M + 1) := by linear_combination k1 - g * A1
```
